# Differentiable positive densities and phases obeying the continuity equation solve the one-particle Schrödinger equation on a finite set of sites with real hopping, in a potential computed from them

The theorem `wave_solves` concerns one particle on finitely many sites, with a real, time-independent hopping matrix $T$, not assumed symmetric, and $\hbar = 1$. Given differentiable densities $\rho_i > 0$ and differentiable phases $\theta_i$ with $\dot\rho_i = 2\sum_j T_{ij}\sqrt{\rho_i\rho_j}\,\sin(\theta_j-\theta_i)$, it states that $\psi_i = \sqrt{\rho_i}\,e^{i\theta_i}$ solves $i\dot\psi_i = \sum_j T_{ij}\psi_j + v_i\psi_i$ at every site and time. The real potential is $v_i = -\dot\theta_i - \sum_j T_{ij}\sqrt{\rho_j}\cos(\theta_j-\theta_i)/\sqrt{\rho_i}$, and the densities need not sum to one. The proof differentiates $\psi_i$ by the product rule and takes the factor $e^{i\theta_i}$ out of the hopping sum, which leaves a cosine sum and a sine sum. The continuity equation identifies the sine sum with the rate of change of $\sqrt{\rho_i}$, and the formula for $v_i$ accounts for the remaining terms.

The failing Lean file:

```lean
import Mathlib

open Finset

namespace WaveSolves

noncomputable section

/-- The one-particle Schrödinger equation `i ψ' = (T + v(s)) ψ` (with `ħ = 1`), at every site
and every time. -/
def SolvesSchrodinger {ι : Type*} [Fintype ι] (T : Matrix ι ι ℝ) (v : ι → ℝ → ℝ)
    (ψ : ι → ℝ → ℂ) : Prop :=
  ∀ i s, HasDerivAt (ψ i)
    (-Complex.I * (∑ j, (T i j : ℂ) * ψ j s + (v i s : ℂ) * ψ i s)) s

/-- The wavefunction `√ρ exp(iθ)` with density `ρ ≥ 0` and phase `θ`. -/
def wave {ι : Type*} (ρ θ : ι → ℝ → ℝ) (i : ι) (s : ℝ) : ℂ :=
  (√(ρ i s) : ℂ) * Complex.exp ((θ i s : ℂ) * Complex.I)

/-- The on-site potential computed from densities and phases, for positive densities and
differentiable phases. -/
def phasePotential {ι : Type*} [Fintype ι] (T : Matrix ι ι ℝ) (ρ θ : ι → ℝ → ℝ)
    (i : ι) (s : ℝ) : ℝ :=
  -deriv (θ i) s - (∑ j, T i j * √(ρ j s) * Real.cos (θ j s - θ i s)) / √(ρ i s)

/-- For any real hopping matrix, differentiable positive densities and differentiable phases
that obey the continuity equation give a solution `√ρ exp(iθ)` of the Schrödinger equation in
the potential `phasePotential`. -/
theorem wave_solves {ι : Type*} [Fintype ι] (T : Matrix ι ι ℝ) (ρ θ : ι → ℝ → ℝ)
    (hρ : ∀ i, Differentiable ℝ (ρ i)) (hθ : ∀ i, Differentiable ℝ (θ i))
    (hpos : ∀ i s, 0 < ρ i s)
    (hcont : ∀ i s, deriv (ρ i) s =
      2 * ∑ j, T i j * (√(ρ i s) * √(ρ j s) * Real.sin (θ j s - θ i s))) :
    SolvesSchrodinger T (phasePotential T ρ θ) (wave ρ θ) := by
  intro i s
  have hs : 0 < √(ρ i s) := Real.sqrt_pos.2 (hpos i s)
  have h1 := (hρ i s).hasDerivAt.sqrt (hpos i s).ne'
  have h3 := h1.ofReal_comp.fun_mul
    (((hθ i s).hasDerivAt.ofReal_comp.mul_const Complex.I).cexp)
  obtain ⟨C, hC⟩ : ∃ C, C = ∑ j, T i j * √(ρ j s) * Real.cos (θ j s - θ i s) := ⟨_, rfl⟩
  obtain ⟨S, hS⟩ : ∃ S, S = ∑ j, T i j * √(ρ j s) * Real.sin (θ j s - θ i s) := ⟨_, rfl⟩
  have hrate : deriv (ρ i) s / (2 * √(ρ i s)) = S := by
    rw [div_eq_iff (by positivity), hcont i s, hS, Finset.mul_sum, Finset.sum_mul]
    exact Finset.sum_congr rfl fun j _ => by ring
  -- refer all phases to the phase at site i
  have hsum : ∑ j, (T i j : ℂ) * wave ρ θ j s
      = Complex.exp ((θ i s : ℂ) * Complex.I) * ((C : ℂ) + (S : ℂ) * Complex.I) := by
    rw [hC, hS]
    push_cast
    rw [Finset.sum_mul, ← Finset.sum_add_distrib, Finset.mul_sum]
    refine Finset.sum_congr rfl fun j _ => ?_
    have e : Complex.exp ((θ j s : ℂ) * Complex.I)
        = Complex.exp ((θ i s : ℂ) * Complex.I) * (Complex.cos ((θ j s : ℂ) - θ i s)
          + Complex.sin ((θ j s : ℂ) - θ i s) * Complex.I) := by
      rw [← Complex.exp_mul_I, ← Complex.exp_add]
      congr 1
      ring
    rw [wave, e]
    ring
  have hv : phasePotential T ρ θ i s * √(ρ i s) = -deriv (θ i) s * √(ρ i s) - C := by
    rw [phasePotential, ← hC, sub_mul, div_mul_cancel₀ _ hs.ne']
  have hv' : (phasePotential T ρ θ i s : ℂ) * (√(ρ i s) : ℂ)
      = -(deriv (θ i) s : ℂ) * (√(ρ i s) : ℂ) - (C : ℂ) := by exact_mod_cast hv
  refine HasDerivAt.congr_deriv (f := wave ρ θ i) h3 ?_
  rw [hrate, hsum, wave]
  linear_combination Complex.I * Complex.exp ((θ i s : ℂ) * Complex.I) * hv'
    + (S : ℂ) * Complex.exp ((θ i s : ℂ) * Complex.I) * Complex.I_sq

end

end WaveSolves
```

The error:

```
Main.lean:63:16: error: Application type mismatch: The argument
  θ i
has type
  ℝ → ℝ
but is expected to have type
  ℝ → ℂ
in the application
  deriv (θ i)
```

The error is in the statement of `hv'`, the complex form of the real identity `hv`. The expression `(deriv (θ i) s : ℂ)` was meant as the real derivative of the phase, cast to a complex number. But `deriv` works for functions with values in different spaces, and its result has the same type as the function's values. Lean used the expected type `ℂ` to settle that type, and so required a function `ℝ → ℂ` as the argument of `deriv`. The phase `θ i` has type `ℝ → ℝ`, hence the mismatch.

The term `(phasePotential T ρ θ i s : ℂ)` in the same statement has no such trouble: `phasePotential` always returns a real number, so Lean can only cast the result.

The repair writes `((deriv (θ i) s : ℝ) : ℂ)`. The inner annotation makes Lean read the derivative as a real number first, and the outer one then casts that number to `ℂ`. The statement is now the cast of `hv`, and the unchanged `exact_mod_cast hv` proves it.

The mended proof, as a diff:

```diff
@@ -61,5 +61,5 @@
     rw [phasePotential, ← hC, sub_mul, div_mul_cancel₀ _ hs.ne']
   have hv' : (phasePotential T ρ θ i s : ℂ) * (√(ρ i s) : ℂ)
-      = -(deriv (θ i) s : ℂ) * (√(ρ i s) : ℂ) - (C : ℂ) := by exact_mod_cast hv
+      = -((deriv (θ i) s : ℝ) : ℂ) * (√(ρ i s) : ℂ) - (C : ℂ) := by exact_mod_cast hv
   refine HasDerivAt.congr_deriv (f := wave ρ θ i) h3 ?_
   rw [hrate, hsum, wave]
```
